# Polarisabilities at $n$ distinct frequencies $iu$, $u\ge 0$, determine the strengths of $n$ oscillators with known, distinct excitation frequencies

Take two oscillators with known excitation frequencies $w_0\ne w_1$, both positive, and unknown real strengths $f_0,f_1$. At imaginary frequency $iu$ their polarisability is, in atomic units,

$$\alpha(iu)=\frac{f_0}{w_0^2+u^2}+\frac{f_1}{w_1^2+u^2}
=\frac{f_0(w_1^2+x)+f_1(w_0^2+x)}{(w_0^2+x)(w_1^2+x)},\qquad x=u^2 .$$

Suppose $\alpha$ vanishes at two different values $u_0,u_1\ge 0$. The numerator has degree at most one in $x$ but two different roots $u_0^2,u_1^2$, so it is zero for every $x$. At $x=-w_0^2$ it equals $f_0(w_1^2-w_0^2)$, hence $f_0=0$; at $x=-w_1^2$ the same argument gives $f_1=0$. If two sets of strengths give the same two samples, their difference gives zero samples, so the sets are equal.

The same argument works for $n$ oscillators. It bears on the fitting of $\alpha(iu)$ for dispersion coefficients, within a model of finitely many undamped oscillators at fixed frequencies and with exact data.

## The model and its matrix

In Lean 4 with Mathlib:

```lean
import Mathlib

open Polynomial
open scoped Matrix

namespace ImaginaryFrequencyFit

noncomputable section
```

These lines load the Mathlib library and the notation for polynomials and matrices.

```lean
/-- The polarisability at imaginary frequency `iu` of oscillators with excitation
frequencies `w i` and oscillator strengths `f i`, in atomic units. -/
def polarizability {n : ℕ} (w f : Fin n → ℝ) (u : ℝ) : ℝ :=
  ∑ i, f i / (w i ^ 2 + u ^ 2)
```

This is $\alpha(iu)=\sum_i f_i/(w_i^2+u^2)$. The type `Fin n` holds the indices $0,\dots,n-1$, and `w f : Fin n → ℝ` are two lists of $n$ real numbers. The function takes the real number $u$, not $iu$. The polarisability is a scalar, and strengths may have either sign.

```lean
/-- The matrix of responses of unit-strength oscillators `w i` at the sampling
frequencies `u j`. -/
def samplingMatrix {n m : ℕ} (w : Fin n → ℝ) (u : Fin m → ℝ) :
    Matrix (Fin n) (Fin m) ℝ :=
  Matrix.of fun i j => 1 / (w i ^ 2 + u j ^ 2)
```

The matrix $M$ has entries $M_{ij}=1/(w_i^2+u_j^2)$, with a row for each oscillator and a column for each sample. The number of samples $m$ may differ from $n$.

```lean
/-- The numerator of the polarisability over the common denominator, as a polynomial in `u ^ 2`,
where `iu` is the imaginary frequency. -/
def numerator {n : ℕ} (w f : Fin n → ℝ) : ℝ[X] :=
  ∑ i, C (f i) * ∏ k ∈ Finset.univ.erase i, (C (w k ^ 2) + X)
```

This is the numerator over the common denominator, as a polynomial in $x$:

$$P(x)=\sum_i f_i\prod_{k\ne i}(w_k^2+x).$$

`ℝ[X]` is the type of real polynomials, `C` turns a number into a constant polynomial, and `Finset.univ.erase i` is the set of all indices except $i$.

```lean
/-- Multiplying the row of oscillator strengths by the sampling matrix gives the sampled
polarisabilities. -/
theorem vecMul_samplingMatrix {n m : ℕ} (w f : Fin n → ℝ) (u : Fin m → ℝ) (j : Fin m) :
    (f ᵥ* samplingMatrix w u) j = polarizability w f (u j) := by
  simp [Matrix.vecMul, dotProduct, samplingMatrix, polarizability, div_eq_mul_inv]
```

A theorem lists its hypotheses before the colon, its claim after it, and its proof after `:=`. Here the claim is $(fM)_j=\alpha(iu_j)$, with the strengths as a row vector on the left; `ᵥ*` denotes that product. The proof unfolds the definitions.

## A polynomial with too many roots

```lean
/-- For positive excitation frequencies, the numerator at `u ^ 2` equals the common denominator
times the polarisability. -/
theorem numerator_eval_sq {n : ℕ} (w f : Fin n → ℝ) (hw : ∀ i, 0 < w i) (u : ℝ) :
    (numerator w f).eval (u ^ 2) = (∏ k, (w k ^ 2 + u ^ 2)) * polarizability w f u := by
  unfold numerator polarizability
  rw [Polynomial.eval_finsetSum, Finset.mul_sum]
  refine Finset.sum_congr rfl fun i _ => ?_
  simp only [eval_mul, eval_C, eval_prod, eval_add, eval_X]
  -- split off the denominator of the oscillator `i`
  have hsplit : (w i ^ 2 + u ^ 2) * ∏ k ∈ Finset.univ.erase i, (w k ^ 2 + u ^ 2)
      = ∏ k, (w k ^ 2 + u ^ 2) :=
    Finset.mul_prod_erase Finset.univ (fun k => w k ^ 2 + u ^ 2) (Finset.mem_univ i)
  have hne : w i ^ 2 + u ^ 2 ≠ 0 := by
    have := hw i
    positivity
  have h : (w i ^ 2 + u ^ 2) * (f i / (w i ^ 2 + u ^ 2)) = f i := by
    field_simp
  rw [← hsplit]
  linear_combination (-(∏ k ∈ Finset.univ.erase i, (w k ^ 2 + u ^ 2))) * h
```

The claim is $P(u^2)=\prod_k(w_k^2+u^2)\;\alpha(iu)$. By hand, one multiplies each term of $\alpha$ by the common denominator, and the factor $w_i^2+u^2$ cancels:

$$\prod_k(w_k^2+u^2)\,\frac{f_i}{w_i^2+u^2}=f_i\prod_{k\ne i}(w_k^2+u^2).$$

In the proof, `hsplit` separates that factor, `hne` shows from $w_i>0$ that it is nonzero, and `h` cancels it.

```lean
/-- At the pole `-(w i) ^ 2` only the strength of the oscillator `i` contributes to the
numerator. -/
theorem numerator_eval_pole {n : ℕ} (w f : Fin n → ℝ) (i : Fin n) :
    (numerator w f).eval (-(w i ^ 2))
      = f i * ∏ k ∈ Finset.univ.erase i, (w k ^ 2 - w i ^ 2) := by
  unfold numerator
  rw [Polynomial.eval_finsetSum]
  simp only [eval_mul, eval_C, eval_prod, eval_add, eval_X]
  rw [Finset.sum_eq_single i]
  · simp only [sub_eq_add_neg]
  · intro b _ hb
    -- every other term contains the vanishing factor of the oscillator `i`
    rw [Finset.prod_eq_zero (Finset.mem_erase.2 ⟨hb.symm, Finset.mem_univ i⟩) (by ring),
      mul_zero]
  · intro h
    exact absurd (Finset.mem_univ i) h
```

At $x=-w_i^2$, every term of $P$ belonging to another oscillator $b\ne i$ contains the factor $w_i^2-w_i^2=0$. What remains is

$$P(-w_i^2)=f_i\prod_{k\ne i}(w_k^2-w_i^2).$$

`Finset.sum_eq_single i` reduces the sum to this one term.

```lean
/-- For `n` oscillators the numerator has degree at most `n - 1` (zero if `n = 0`). -/
theorem numerator_natDegree_le {n : ℕ} (w f : Fin n → ℝ) :
    (numerator w f).natDegree ≤ n - 1 := by
  unfold numerator
  refine natDegree_sum_le_of_forall_le _ _ fun i _ => ?_
  refine (natDegree_C_mul_le _ _).trans ((natDegree_prod_le _ _).trans ?_)
  calc ∑ k ∈ Finset.univ.erase i, (C (w k ^ 2) + X : ℝ[X]).natDegree
      ≤ ∑ _k ∈ Finset.univ.erase i, 1 := by
        refine Finset.sum_le_sum fun k _ => ?_
        rw [add_comm]
        exact (natDegree_X_add_C _).le
    _ = n - 1 := by simp
```

Each term of $P$ is a constant times $n-1$ linear factors, so $\deg P\le n-1$. The proof bounds the degree of a sum by that of its terms, and the degree of a product by the sum of the degrees.

```lean
/-- Two sets of strengths on the same `n` distinct positive excitation frequencies are equal
if their polarisabilities agree at `m ≥ n` distinct nonnegative sampling frequencies. -/
theorem strengths_unique {n m : ℕ} (hnm : n ≤ m) (w f g : Fin n → ℝ) (u : Fin m → ℝ)
    (hw : ∀ i, 0 < w i) (hwi : Function.Injective w)
    (hu : ∀ j, 0 ≤ u j) (hui : Function.Injective u)
    (h : ∀ j, polarizability w f (u j) = polarizability w g (u j)) : f = g := by
  have hdiff : ∀ j, polarizability w (f - g) (u j) = 0 := by
    intro j
    have hj := h j
    unfold polarizability at hj ⊢
    simp only [Pi.sub_apply, sub_div, Finset.sum_sub_distrib]
    linarith
  funext i
  -- the numerator has more roots than its degree allows
  have hzero : numerator w (f - g) = 0 := by
    refine Polynomial.eq_zero_of_natDegree_lt_card_of_eval_eq_zero _
      (f := fun j => u j ^ 2) ?_ ?_ ?_
    · intro a b hab
      exact hui ((sq_eq_sq₀ (hu a) (hu b)).1 hab)
    · intro j
      rw [numerator_eval_sq w (f - g) hw, hdiff j, mul_zero]
    · rw [Fintype.card_fin]
      have h1 := numerator_natDegree_le w (f - g)
      have h2 := i.isLt
      omega
  -- its value at a pole isolates one strength
  have hpole := numerator_eval_pole w (f - g) i
  rw [hzero, eval_zero] at hpole
  have hprod : ∏ k ∈ Finset.univ.erase i, (w k ^ 2 - w i ^ 2) ≠ 0 := by
    refine Finset.prod_ne_zero_iff.2 fun k hk hk0 => ?_
    exact (Finset.mem_erase.1 hk).1
      (hwi ((sq_eq_sq₀ (hw k).le (hw i).le).1 (sub_eq_zero.1 hk0)))
  have hi : (f - g) i = 0 := (mul_eq_zero.1 hpole.symm).resolve_right hprod
  exact sub_eq_zero.1 hi
```

This is uniqueness for any number $m\ge n$ of samples. `Function.Injective w` says that the excitation frequencies are distinct. Physically, oscillators with equal frequencies contribute only through their summed strength. The condition $u_j\ge 0$ ensures that distinct $u_j$ have distinct squares. Without it, $u$ and $-u$ could count as two samples, although they give the same polarisability.

1. By linearity, the difference $f-g$ has zero polarisability at every $u_j$ (`hdiff`).
2. Its numerator $P$ therefore vanishes at the $m$ distinct points $u_j^2$. Since $\deg P\le n-1<n\le m$, it is the zero polynomial (`hzero`).
3. Evaluation at $-w_i^2$ gives $0=(f_i-g_i)\prod_{k\ne i}(w_k^2-w_i^2)$ (`hpole`).
4. The $w_k$ are positive and distinct, so their squares differ and the product is nonzero (`hprod`). Hence $f_i=g_i$.

## The fit, and what it can return

```lean
/-- The square sampling matrix is invertible for distinct positive excitation frequencies
and distinct nonnegative sampling frequencies. -/
theorem samplingMatrix_isUnit {n : ℕ} (w u : Fin n → ℝ)
    (hw : ∀ i, 0 < w i) (hwi : Function.Injective w)
    (hu : ∀ j, 0 ≤ u j) (hui : Function.Injective u) :
    IsUnit (samplingMatrix w u) := by
  rw [← Matrix.vecMul_injective_iff_isUnit]
  intro f g h
  have h' : f ᵥ* samplingMatrix w u = g ᵥ* samplingMatrix w u := h
  refine strengths_unique le_rfl w f g u hw hwi hu hui fun j => ?_
  rw [← vecMul_samplingMatrix, ← vecMul_samplingMatrix, h']
```

`IsUnit` means invertible. A square matrix is invertible exactly when $f\mapsto fM$ sends different vectors to different vectors. That is the previous theorem with $m=n$, once the products are read as sampled polarisabilities.

```lean
/-- For distinct positive excitation frequencies and distinct nonnegative sampling frequencies,
strengths reproduce `n` prescribed polarisabilities `a j` exactly when they are the data multiplied
by the inverse sampling matrix. -/
theorem fit_iff {n : ℕ} (w u a f : Fin n → ℝ)
    (hw : ∀ i, 0 < w i) (hwi : Function.Injective w)
    (hu : ∀ j, 0 ≤ u j) (hui : Function.Injective u) :
    (∀ j, polarizability w f (u j) = a j) ↔ f = a ᵥ* (samplingMatrix w u)⁻¹ := by
  have hdet : IsUnit (samplingMatrix w u).det :=
    (Matrix.isUnit_iff_isUnit_det _).1 (samplingMatrix_isUnit w u hw hwi hu hui)
  constructor
  · intro h
    have h' : f ᵥ* samplingMatrix w u = a :=
      funext fun j => (vecMul_samplingMatrix w f u j).trans (h j)
    rw [← h', Matrix.vecMul_vecMul, Matrix.mul_nonsing_inv _ hdet, Matrix.vecMul_one]
  · intro h j
    rw [← vecMul_samplingMatrix, h, Matrix.vecMul_vecMul, Matrix.nonsing_inv_mul _ hdet,
      Matrix.vecMul_one]
```

For any real data $a_0,\dots,a_{n-1}$,

$$\alpha(iu_j)=a_j\ \text{for all } j\quad\Longleftrightarrow\quad f=aM^{-1}.$$

So a fit exists and is unique. From left to right, $fM=a$ is multiplied by $M^{-1}$; from right to left, $aM^{-1}M=a$. The theorem does not bound how strongly errors in the data are amplified.

```lean
/-- With fewer sampling frequencies than oscillators, some nonzero set of strengths has
vanishing polarisability at every sampling frequency. -/
theorem too_few_samples {n m : ℕ} (hmn : m < n) (w : Fin n → ℝ) (u : Fin m → ℝ) :
    ∃ f : Fin n → ℝ, f ≠ 0 ∧ ∀ j, polarizability w f (u j) = 0 := by
  -- a linear map into a space of smaller dimension has a kernel
  have hker : LinearMap.ker (Matrix.vecMulLinear (samplingMatrix w u)) ≠ ⊥ :=
    LinearMap.ker_ne_bot_of_finrank_lt (by simpa using hmn)
  obtain ⟨f, hf, hf0⟩ := Submodule.exists_mem_ne_zero_of_ne_bot hker
  refine ⟨f, hf0, fun j => ?_⟩
  have h : f ᵥ* samplingMatrix w u = 0 := LinearMap.mem_ker.1 hf
  rw [← vecMul_samplingMatrix, h, Pi.zero_apply]
```

With $m<n$ samples, the linear map $f\mapsto fM$ goes from $n$ dimensions to fewer, so it sends some nonzero $f$ to zero. Adding that $f$ to any fit leaves every sample unchanged.

```lean
/-- For excitation frequencies 1 and 2, the polarisabilities 7/4 at `u = 0` and 4/5 at
`u = 1` are reproduced only by the strengths 2 and -1. -/
theorem negative_strength_fit (f : Fin 2 → ℝ) :
    (polarizability ![1, 2] f 0 = 7 / 4 ∧ polarizability ![1, 2] f 1 = 4 / 5)
      ↔ f = ![2, -1] := by
  constructor
  · rintro ⟨h0, h1⟩
    norm_num [polarizability, Fin.sum_univ_two] at h0 h1
    funext i
    revert i
    rw [Fin.forall_fin_two]
    constructor
    · show f 0 = 2
      linarith
    · show f 1 = -1
      linarith
  · rintro rfl
    constructor <;> norm_num [polarizability, Fin.sum_univ_two]

end

end ImaginaryFrequencyFit
```

Here the excitation frequencies are $1$ and $2$, written `![1, 2]`, and the samples are $7/4$ at $u=0$ and $4/5$ at $u=1$:

$$f_0+\tfrac14 f_1=\tfrac74,\qquad \tfrac12 f_0+\tfrac15 f_1=\tfrac45 .$$

Subtracting the first equation from twice the second gives $\tfrac{3}{20}f_1=-\tfrac{3}{20}$, so $f_1=-1$ and $f_0=2$. In the proof, `linarith` solves the two equations, and `norm_num` checks the converse. The samples are positive and decreasing, yet their only fit has a negative strength, which a molecule in its ground state does not have.

The strengths could have been declared as nonnegative reals to build in that ground-state property. Uniqueness would carry over, but a fit would no longer exist for all data: the two samples above would have none.

```lean
#print axioms ImaginaryFrequencyFit.strengths_unique
-- 'ImaginaryFrequencyFit.strengths_unique' depends on axioms: [propext, Classical.choice, Quot.sound]
#print axioms ImaginaryFrequencyFit.fit_iff
-- 'ImaginaryFrequencyFit.fit_iff' depends on axioms: [propext, Classical.choice, Quot.sound]
#print axioms ImaginaryFrequencyFit.too_few_samples
-- 'ImaginaryFrequencyFit.too_few_samples' depends on axioms: [propext, Classical.choice, Quot.sound]
#print axioms ImaginaryFrequencyFit.negative_strength_fit
-- 'ImaginaryFrequencyFit.negative_strength_fit' depends on axioms: [propext, Classical.choice, Quot.sound]
```
